# Between two excitation energies, a solvable response equation can have no first conjugate-gradient step

Started from the zero vector, the conjugate-gradient method for $Ax=b$ takes its first step along $b$, with length $\alpha = (b\cdot b)/(b\cdot Ab)$. When the denominator vanishes, this length is undefined. Lean's division cannot express that, because it returns $0$ when the denominator is zero. The file therefore describes $\alpha$ by the condition behind the quotient: the new residual $b-\alpha Ab$ must be orthogonal to the old residual $b$. "The step is undefined" then means that no real $\alpha$ meets this condition.

The result concerns frequency-dependent response calculations in electronic structure, in a finite, undamped model with real amplitudes. The response equation is taken in its symmetric form with squared frequencies, as in Casida's formulation of time-dependent density-functional theory, and is written in the basis where its matrix is diagonal. If the frequency is non-resonant and lies between two excitation energies, some right-hand side stops the method at once, although the equation has a unique solution in the span of $b$ and $Ab$.

## The matrix, the step and a special right-hand side

```lean
import Mathlib

open Matrix

namespace ResponseCGBreakdown

noncomputable section

variable {ι : Type*} [Fintype ι] [DecidableEq ι]
```

The first line loads the mathematical library Mathlib. The type `ι` is a finite set of labels, one for each excitation. A vector is a function `ι → ℝ`, which assigns a real amplitude to each label.

```lean
/-- The response matrix at frequency `ω`, diagonal with entries `Ω k ^ 2 - ω ^ 2` for the
excitation energies `Ω k`. -/
def responseMatrix (Ω : ι → ℝ) (ω : ℝ) : Matrix ι ι ℝ :=
  Matrix.diagonal fun k => Ω k ^ 2 - ω ^ 2
```

The excitation energies are $\Omega_k$ and the driving frequency is $\omega$, in units with $\hbar=1$. The squares arise when the coupled equations for excitation and de-excitation amplitudes are reduced to a single symmetric equation. The response matrix $A$ is diagonal, with entries
$$d_k=\Omega_k^2-\omega^2 .$$
I call $d_k$ the detuning of level $k$. It is negative for a positive excitation energy below a positive $\omega$, and positive for one above.

```lean
/-- `α` is a first conjugate-gradient step length from the zero vector: the new residual
`b - α A b` is orthogonal to the old residual `b`. -/
def IsFirstStep (A : Matrix ι ι ℝ) (b : ι → ℝ) (α : ℝ) : Prop :=
  b ⬝ᵥ (b - α • (A *ᵥ b)) = 0
```

`IsFirstStep A b α` is the statement $b\cdot(b-\alpha Ab)=0$. The symbol `⬝ᵥ` is the dot product, `*ᵥ` applies a matrix to a vector, and `•` multiplies a vector by a number.

```lean
/-- A right-hand side supported on the levels `i` and `j`, meant for frequencies with
`Ω i < ω < Ω j` and positive excitation energies. -/
def breakdownVector (Ω : ι → ℝ) (ω : ℝ) (i j : ι) : ι → ℝ := fun k =>
  if k = i then √(Ω j ^ 2 - ω ^ 2) else if k = j then √(ω ^ 2 - Ω i ^ 2) else 0
```

This vector has only two components that can be nonzero:
$$b_i=\sqrt{\Omega_j^2-\omega^2},\qquad b_j=\sqrt{\omega^2-\Omega_i^2}.$$
Each level carries the square root of the other level's detuning, up to sign. For $0<\Omega_i<\omega<\Omega_j$ the squared length is $\Omega_j^2-\Omega_i^2$, so the normalised vector has the weights
$$\frac{\Omega_j^2-\omega^2}{\Omega_j^2-\Omega_i^2}\quad\text{on } i,\qquad \frac{\omega^2-\Omega_i^2}{\Omega_j^2-\Omega_i^2}\quad\text{on } j.$$

## A step exists when the curvature is nonzero

```lean
omit [DecidableEq ι] in
/-- For a nonzero right-hand side, a first conjugate-gradient step length exists exactly when
the curvature `b · A b` is nonzero. -/
theorem firstStep_exists_iff (A : Matrix ι ι ℝ) {b : ι → ℝ} (hb : b ≠ 0) :
    (∃ α, IsFirstStep A b α) ↔ b ⬝ᵥ (A *ᵥ b) ≠ 0 := by
  have hbb : b ⬝ᵥ b ≠ 0 := fun h => hb (dotProduct_self_eq_zero.mp h)
  simp only [IsFirstStep, dotProduct_sub, dotProduct_smul, smul_eq_mul]
  constructor
  · rintro ⟨α, hα⟩ h
    rw [h] at hα
    apply hbb
    linarith
  · intro h
    refine ⟨(b ⬝ᵥ b) / (b ⬝ᵥ (A *ᵥ b)), ?_⟩
    rw [div_mul_cancel₀ _ h, sub_self]
```

For any real square matrix $A$ and any $b\neq 0$, a first step length exists exactly when the curvature $b\cdot Ab$ is nonzero. By hand, expand the condition:
$$b\cdot b-\alpha\,(b\cdot Ab)=0 .$$
If $b\cdot Ab=0$, this demands $b\cdot b=0$, which is impossible for a nonzero real vector. If $b\cdot Ab\neq0$, the usual quotient solves it.

The proof follows the same lines. `hbb` records that $b\cdot b\ne0$, `simp only` expands the dot product, and `constructor` splits the equivalence into its two directions. The first ends in the contradiction, and the second supplies the quotient.

```lean
/-- The response matrix multiplies each amplitude by its own detuning. -/
theorem response_mulVec (Ω : ι → ℝ) (ω : ℝ) (x : ι → ℝ) (k : ι) :
    (responseMatrix Ω ω *ᵥ x) k = (Ω k ^ 2 - ω ^ 2) * x k := by
  simp [responseMatrix, Matrix.mulVec_diagonal]
```

Because $A$ is diagonal, $(Ax)_k=d_kx_k$: each amplitude is multiplied by its own detuning.

```lean
/-- The curvature is the sum of squared amplitudes weighted by the detunings. -/
theorem curvature_eq (Ω : ι → ℝ) (ω : ℝ) (b : ι → ℝ) :
    b ⬝ᵥ (responseMatrix Ω ω *ᵥ b) = ∑ k, (Ω k ^ 2 - ω ^ 2) * b k ^ 2 := by
  simp only [dotProduct, response_mulVec]
  exact Finset.sum_congr rfl fun k _ => by ring
```

Multiplying by $b_k$ and summing gives
$$b\cdot Ab=\sum_k d_k b_k^2 .$$
Levels below $\omega$ contribute negative or zero terms and levels above it positive or zero terms, so cancellation becomes possible once both kinds are present.

```lean
/-- At a positive frequency different from a positive excitation energy, the detuning of that energy
is nonzero. -/
theorem detuning_ne_zero {a ω : ℝ} (ha : 0 < a) (hω : 0 < ω) (hne : a ≠ ω) :
    a ^ 2 - ω ^ 2 ≠ 0 := by
  intro h
  have h' : (a - ω) * (a + ω) = 0 := by linear_combination h
  rcases mul_eq_zero.mp h' with h1 | h1
  · exact hne (by linarith)
  · linarith
```

Here $a$ stands for a single excitation energy. If $a^2-\omega^2$ were zero, then $(a-\omega)(a+\omega)=0$. The first factor is nonzero because $a\neq\omega$, and the second because both numbers are positive. This turns the physical condition of being off resonance into the algebraic one of a nonzero detuning.

## Solving the equation from $b$ and $Ab$

```lean
/-- If `b` involves only two levels, both off resonance, then an explicit combination of `b`
and `A b` solves the response equation. -/
theorem two_level_solution (Ω : ι → ℝ) (ω : ℝ) {i j : ι} {b : ι → ℝ}
    (hb : ∀ k, k ≠ i → k ≠ j → b k = 0)
    (hi : Ω i ^ 2 - ω ^ 2 ≠ 0) (hj : Ω j ^ 2 - ω ^ 2 ≠ 0) :
    responseMatrix Ω ω *ᵥ (((Ω i ^ 2 - ω ^ 2) * (Ω j ^ 2 - ω ^ 2))⁻¹ •
      (((Ω i ^ 2 - ω ^ 2) + (Ω j ^ 2 - ω ^ 2)) • b - responseMatrix Ω ω *ᵥ b)) = b := by
  ext k
  -- the quadratic polynomial with roots at the two detunings annihilates `b`
  have key : (Ω k ^ 2 - ω ^ 2) * (((Ω i ^ 2 - ω ^ 2) + (Ω j ^ 2 - ω ^ 2)) * b k
      - (Ω k ^ 2 - ω ^ 2) * b k) = (Ω i ^ 2 - ω ^ 2) * (Ω j ^ 2 - ω ^ 2) * b k := by
    by_cases h1 : k = i
    · rw [h1]; ring
    · by_cases h2 : k = j
      · rw [h2]; ring
      · rw [hb k h1 h2]; ring
  rw [response_mulVec]
  simp only [Pi.smul_apply, Pi.sub_apply, smul_eq_mul, response_mulVec]
  exact (mul_left_comm _ _ _).trans
    (by rw [key, inv_mul_cancel_left₀ (mul_ne_zero hi hj)])
```

Suppose that $b$ vanishes away from levels $i$ and $j$, and that $d_i$ and $d_j$ are nonzero. The theorem says that
$$x=\frac{(d_i+d_j)\,b-Ab}{d_i d_j}$$
satisfies $Ax=b$. Component by component, this requires
$$d_k\big[(d_i+d_j)-d_k\big]b_k=d_id_j\,b_k .$$
For $k=i$ the bracket is $d_j$, for $k=j$ it is $d_i$, and for every other $k$ both sides vanish because $b_k=0$. Dividing by $d_id_j$ gives the claim.

In Lean, `ext k` reduces the vector equation to components. The displayed identity is `key`, and the two uses of `by_cases` are the three cases above. The last lines carry out the division, which uses that both detunings are nonzero. The labels $i$ and $j$ may coincide here, in which case the formula reduces to $x=b/d_i$.

## Breakdown with a solution within reach

```lean
/-- If all excitation energies are positive, then at a non-resonant frequency between two of them
the response matrix is invertible and the first conjugate-gradient step for `breakdownVector` does
not exist, yet the unique solution lies in the span of `b` and `A b`. -/
theorem breakdown_with_krylov_solution {Ω : ι → ℝ} {ω : ℝ} {i j : ι}
    (hΩ : ∀ k, 0 < Ω k) (hres : ∀ k, Ω k ≠ ω) (hi : Ω i < ω) (hj : ω < Ω j) :
    let A := responseMatrix Ω ω
    let b := breakdownVector Ω ω i j
    IsUnit A ∧ b ≠ 0 ∧ b ⬝ᵥ (A *ᵥ b) = 0 ∧ (¬ ∃ α, IsFirstStep A b α) ∧
      ∃ x ∈ Submodule.span ℝ {b, A *ᵥ b}, A *ᵥ x = b ∧ ∀ y, A *ᵥ y = b → y = x := by
  intro A b
  have hω : 0 < ω := (hΩ i).trans hi
  have hd : ∀ k, Ω k ^ 2 - ω ^ 2 ≠ 0 := fun k => detuning_ne_zero (hΩ k) hω (hres k)
  have hsi : 0 < ω ^ 2 - Ω i ^ 2 := by nlinarith [hΩ i]
  have hsj : 0 < Ω j ^ 2 - ω ^ 2 := by nlinarith [hΩ j]
  have hij : j ≠ i := by
    intro h
    rw [h] at hj
    linarith
  have hbi : b i = √(Ω j ^ 2 - ω ^ 2) := by simp [b, breakdownVector]
  have hbj : b j = √(ω ^ 2 - Ω i ^ 2) := by simp [b, breakdownVector, hij]
  have hb0 : ∀ k, k ≠ i → k ≠ j → b k = 0 := by
    intro k h1 h2
    simp [b, breakdownVector, h1, h2]
  have hb : b ≠ 0 := by
    intro h
    have h1 : b i = 0 := congrFun h i
    rw [hbi] at h1
    exact (Real.sqrt_pos.mpr hsj).ne' h1
  have hcurv : b ⬝ᵥ (A *ᵥ b) = 0 := by
    -- the two levels contribute opposite amounts
    have hterm : ∀ k, (Ω k ^ 2 - ω ^ 2) * b k ^ 2 =
        (if k = i then (Ω i ^ 2 - ω ^ 2) * (Ω j ^ 2 - ω ^ 2) else 0) +
        (if k = j then (Ω j ^ 2 - ω ^ 2) * (ω ^ 2 - Ω i ^ 2) else 0) := by
      intro k
      by_cases h1 : k = i
      · rw [h1, hbi, Real.sq_sqrt hsj.le, if_pos rfl, if_neg hij.symm]; ring
      · by_cases h2 : k = j
        · rw [h2, hbj, Real.sq_sqrt hsi.le, if_neg hij, if_pos rfl]; ring
        · rw [hb0 k h1 h2, if_neg h1, if_neg h2]; ring
    rw [curvature_eq, Finset.sum_congr rfl fun k _ => hterm k]
    simp only [Finset.sum_add_distrib, Finset.sum_ite_eq', Finset.mem_univ, if_true]
    ring
  have hunit : IsUnit A := by
    rw [Matrix.isUnit_iff_isUnit_det, isUnit_iff_ne_zero]
    simp only [A, responseMatrix, Matrix.det_diagonal]
    exact Finset.prod_ne_zero_iff.mpr fun k _ => hd k
  have hx := two_level_solution Ω ω hb0 (hd i) (hd j)
  refine ⟨hunit, hb, hcurv, fun h => (firstStep_exists_iff A hb).mp h hcurv, _, ?_, hx, ?_⟩
  · exact Submodule.smul_mem _ _ (Submodule.sub_mem _
      (Submodule.smul_mem _ _ (Submodule.subset_span (by simp)))
      (Submodule.subset_span (by simp [A])))
  · intro y hy
    ext k
    have h := congrFun (hy.trans hx.symm) k
    rw [response_mulVec, response_mulVec] at h
    exact mul_left_cancel₀ (hd k) h
```

There are four hypotheses. `hΩ` makes every excitation energy positive, as for a stable reference state. `hres` says that the driving frequency matches none of them, so that the undamped response stays finite. `hi` and `hj` place $\omega$ between $\Omega_i$ and $\Omega_j$.

The conclusion joins several statements with `∧`, which means "and". The matrix is invertible (`IsUnit A`), $b$ is nonzero, its curvature is zero, and no first step length exists. Moreover, there is an $x$ in the span of $b$ and $Ab$ with $Ax=b$, and every vector $y$ with $Ay=b$ equals this $x$.

The argument by hand has five steps.

1. The determinant of $A$ is $\prod_k d_k$. All its factors are nonzero off resonance, so $A$ is invertible.
2. Since $0<\Omega_i<\omega<\Omega_j$, both square roots in $b$ are positive. Hence $b\neq0$.
3. The curvature has two contributions, which cancel:
$$b\cdot Ab=(\Omega_i^2-\omega^2)(\Omega_j^2-\omega^2)+(\Omega_j^2-\omega^2)(\omega^2-\Omega_i^2)=0 .$$
4. By the criterion for a first step, no $\alpha$ exists.
5. The two-level formula gives $x$ as a combination of $b$ and $Ab$. If $Ay=b$ as well, then $d_ky_k=d_kx_k$ for every $k$, and cancelling $d_k$ gives $y=x$.

In the proof, `hunit` is step 1, `hb` is step 2 and `hcurv` is step 3. Within `hcurv`, the statement `hterm` writes each term of the sum as a contribution from level $i$ plus one from level $j$. The final `refine` assembles the conclusion. It leaves two tasks, membership in the span and uniqueness, which the two bullets settle.

## The frequencies at which breakdown can occur

```lean
/-- For positive excitation energies and a positive frequency that equals none of them, some nonzero
right-hand side has no first conjugate-gradient step if and only if the frequency lies strictly
between two excitation energies. -/
theorem breakdown_iff {Ω : ι → ℝ} {ω : ℝ} (hΩ : ∀ k, 0 < Ω k) (hω : 0 < ω)
    (hres : ∀ k, Ω k ≠ ω) :
    (∃ b : ι → ℝ, b ≠ 0 ∧ ¬ ∃ α, IsFirstStep (responseMatrix Ω ω) b α) ↔
      ∃ i j, Ω i < ω ∧ ω < Ω j := by
  constructor
  · rintro ⟨b, hb, hstep⟩
    rw [firstStep_exists_iff _ hb, not_not, curvature_eq] at hstep
    obtain ⟨k, hk⟩ := Function.ne_iff.mp hb
    have hne : (Ω k ^ 2 - ω ^ 2) * b k ^ 2 ≠ 0 :=
      mul_ne_zero (detuning_ne_zero (hΩ k) hω (hres k)) (pow_ne_zero 2 hk)
    by_contra hcon
    push Not at hcon
    -- without levels on both sides, all terms of the curvature have one sign
    rcases lt_or_gt_of_ne (hres k) with hlt | hgt
    · refine hne ((Finset.sum_eq_zero_iff_of_nonpos fun l _ => ?_).mp hstep k
        (Finset.mem_univ k))
      have hl := hcon k l hlt
      exact mul_nonpos_of_nonpos_of_nonneg (by nlinarith [hΩ l]) (sq_nonneg _)
    · refine hne ((Finset.sum_eq_zero_iff_of_nonneg fun l _ => ?_).mp hstep k
        (Finset.mem_univ k))
      have hl : ω ≤ Ω l := le_of_not_gt fun h => not_lt_of_ge (hcon l k h) hgt
      exact mul_nonneg (by nlinarith [hΩ l]) (sq_nonneg _)
  · rintro ⟨i, j, hi, hj⟩
    obtain ⟨-, hb, -, hstep, -⟩ := breakdown_with_krylov_solution hΩ hres hi hj
    exact ⟨_, hb, hstep⟩
```

For positive excitation energies and a positive, non-resonant $\omega$, some nonzero $b$ has no first step if and only if $\omega$ lies strictly between two excitation energies. Below the lowest or above the highest of them, every nonzero right-hand side therefore has a first step. This holds for the squared form used here. If excitation and de-excitation amplitudes are kept as separate unknowns, the matrix is a different one, and breakdown is possible above the highest excitation energy too. The theorem says nothing about later steps.

One direction is the previous theorem. For the other, let $b\neq0$ have no first step, so that $\sum_k d_kb_k^2=0$. Choose a level $k$ with $b_k\neq0$; its term is nonzero. Suppose that $\omega$ did not have levels on both sides. If $\Omega_k<\omega$, there is no level above $\omega$, and every term is at most zero. A sum of such terms vanishes only if each one does, which contradicts the choice of $k$. If $\Omega_k>\omega$, the same argument works with all terms at least zero.

`by_contra` introduces the supposition, and `rcases` separates the two positions of $\Omega_k$. The lemmas `Finset.sum_eq_zero_iff_of_nonpos` and `Finset.sum_eq_zero_iff_of_nonneg` supply the fact about sums of one sign.

## Two excitations, written as a matrix

```lean
/-- For two excitation energies `w1` and `w2` and a frequency `w` with `0 < w1 < w < w2`, the
response matrix is invertible, and some nonzero `b` with `b · A b = 0` has no first step although a
solution lies in the span of `b` and `A b`. -/
theorem two_excitations {w1 w w2 : ℝ} (h0 : 0 < w1) (h1 : w1 < w) (h2 : w < w2) :
    let A : Matrix (Fin 2) (Fin 2) ℝ := !![w1 ^ 2 - w ^ 2, 0; 0, w2 ^ 2 - w ^ 2]
    IsUnit A ∧ ∃ b : Fin 2 → ℝ, b ≠ 0 ∧ b ⬝ᵥ (A *ᵥ b) = 0 ∧
      (¬ ∃ α, IsFirstStep A b α) ∧ ∃ x ∈ Submodule.span ℝ {b, A *ᵥ b}, A *ᵥ x = b := by
  intro A
  have hA : A = responseMatrix ![w1, w2] w := by
    ext i j
    fin_cases i <;> fin_cases j <;> simp [A, responseMatrix]
  have hpos : ∀ k, 0 < (![w1, w2] : Fin 2 → ℝ) k :=
    Fin.forall_fin_two.mpr ⟨h0, h0.trans (h1.trans h2)⟩
  have hres : ∀ k, (![w1, w2] : Fin 2 → ℝ) k ≠ w :=
    Fin.forall_fin_two.mpr ⟨h1.ne, h2.ne'⟩
  obtain ⟨hu, hb, hc, hs, x, hx, hAx, -⟩ :=
    breakdown_with_krylov_solution (i := 0) (j := 1) hpos hres h1 h2
  rw [hA]
  exact ⟨hu, _, hb, hc, hs, x, hx, hAx⟩

end

end ResponseCGBreakdown
```

Here the matrix is written out as $A=\mathrm{diag}(w_1^2-w^2,\;w_2^2-w^2)$ with $0<w_1<w<w_2$. Lean numbers the two levels 0 and 1. The proof identifies this matrix with `responseMatrix ![w1, w2] w`, checks positivity and non-resonance for both levels, and applies the general theorem.

For $w_1=1$, $w=2$ and $w_2=3$,
$$A=\begin{pmatrix}-3&0\\0&5\end{pmatrix},\quad b=\begin{pmatrix}\sqrt5\\\sqrt3\end{pmatrix},\quad x=\begin{pmatrix}-\sqrt5/3\\\sqrt3/5\end{pmatrix}=\frac{Ab-2b}{15}.$$
The curvature is $-15+15=0$, and $b\cdot(b-\alpha Ab)=8$ for every $\alpha$. Normalised, $b$ is $(\sqrt{5/8},\sqrt{3/8})$.

## The same division in a program

A conjugate-gradient routine without preconditioner, started from zero, sets $r=p=b$, computes $q=Ap$ and then divides $r\cdot r$ by $p\cdot q$. That division is the step studied here. A program does not know in advance the basis in which $A$ is diagonal. For the symmetric form used here, an orthogonal change of basis leads to it and leaves both dot products unchanged. In floating-point arithmetic the denominator may come out tiny instead of exactly zero, and the step is then enormous. A check on the size of $p\cdot q$, relative to the lengths of $p$ and $q$, catches both cases before the division.

## A third level at resonance

Non-resonance is required of all levels, including those on which $b$ vanishes. Take excitation energies $1,2,3$ and $\omega=2$, so that $A=\mathrm{diag}(-3,0,5)$, and let $b=(\sqrt5,0,\sqrt3)$. The curvature is still zero and the first step still fails to exist. But $A$ is singular, and the solution is no longer unique, since any multiple of $(0,1,0)$ can be added to it.

The equivalence also fails at resonance. With a single level and $\Omega=\omega$, the matrix is zero and no nonzero $b$ has a first step, yet $\omega$ does not lie between two excitation energies.

```lean
#print axioms ResponseCGBreakdown.breakdown_iff
-- 'ResponseCGBreakdown.breakdown_iff' depends on axioms: [propext, Classical.choice, Quot.sound]
#print axioms ResponseCGBreakdown.two_excitations
-- 'ResponseCGBreakdown.two_excitations' depends on axioms: [propext, Classical.choice, Quot.sound]
```
